# For Hermitian $H$ and positive definite $S$, the propagator $e^{-itS^{-1}H}$ gives the unique solution of $iS\psi' = H\psi$ and preserves $S$

## Two basis functions with unequal weight

Take two basis functions, labelled $0$ and $1$, with overlap matrix $S$ and Hamiltonian matrix $H$,

$$S=\begin{pmatrix}1&0\\0&2\end{pmatrix},\qquad H=\begin{pmatrix}0&1\\1&0\end{pmatrix},$$

and let the coefficient vector $\psi(t)$ obey $iS\psi'(t)=H\psi(t)$, where the prime is the derivative with respect to time $t$ and $\hbar=1$. Multiplying by $-iS^{-1}$ gives $\psi'=-iM\psi$ with

$$M=S^{-1}H=\begin{pmatrix}0&1\\ \tfrac12&0\end{pmatrix},\qquad M^2=\tfrac12\,\mathbb 1 ,$$

where $\mathbb 1$ is the identity matrix. With $\omega=1/\sqrt2$ the exponential series splits into even and odd powers:

$$e^{-itM}=\cos\omega t\;\mathbb 1-i\,\frac{\sin\omega t}{\omega}\,M=\begin{pmatrix}\cos\omega t&-i\sqrt2\,\sin\omega t\\ -\tfrac{i}{\sqrt2}\sin\omega t&\cos\omega t\end{pmatrix}.$$

Starting from $\psi(0)=(1,0)$, the components are $\psi_0(t)=\cos\omega t$ and $\psi_1(t)=-i\sin\omega t/\sqrt2$. The plain sum $|\psi_0|^2+|\psi_1|^2=\cos^2\omega t+\tfrac12\sin^2\omega t$ oscillates between $1$ and $\tfrac12$, while the weighted sum $|\psi_0|^2+2|\psi_1|^2$ equals $1$ at all times. The generator $M$ is not Hermitian and the evolution is not unitary, but it preserves the inner product defined by $S$.

An equation of this form governs pseudo-orbitals with ultrasoft pseudopotentials at fixed ionic positions, where $S$ adds augmentation terms to the plain overlap. For a finite basis, fixed ions and a Hamiltonian that is held constant in time (independent particles), the result below gives the exact evolution and shows that orbitals which are $S$-orthonormal at the start remain so.

## The general result

Let $H$ and $S$ be complex square matrices of the same finite size, write $A^\dagger$ for the conjugate transpose and $\langle x,y\rangle=\sum_k \overline{x_k}\,y_k$. Assume $H^\dagger=H$, which excludes absorbing potentials and other loss terms. Assume that $S$ is positive definite, meaning $S^\dagger=S$ and $\langle x,Sx\rangle>0$ for $x\neq0$; physically, $\langle x,Sx\rangle$ is the norm of the state including its augmentation charge, and no non-zero state has vanishing or negative norm. Put $M=S^{-1}H$ and $U(t)=e^{-itM}$, and let $v$ be any initial vector. Then

1. $\psi(t)=U(t)v$ is differentiable, solves $iS\psi'=H\psi$, and has $\psi(0)=v$;
2. $U(t)^\dagger S\,U(t)=S$ for every real $t$;
3. every differentiable solution on the real line with $\psi(0)=v$ equals $U(t)v$.

For the first statement, differentiate the series $U(t)=\sum_k(-itM)^k/k!$ term by term to get $U'(t)=-iMU(t)$. Then $iS\psi'=i(-i)\,SS^{-1}H\,U(t)v=H\psi$, and $U(0)=\mathbb 1$ gives the initial value. Only the invertibility of $S$ enters.

The other two statements rest on one conservation law, which also holds for a time-dependent Hermitian $H(t)$. Let $\varphi$ and $\psi$ be two solutions. Since $S$ is constant, the product rule gives

$$\frac{d}{dt}\langle\varphi,S\psi\rangle=\langle\varphi',S\psi\rangle+\langle\varphi,S\psi'\rangle .$$

Evaluate $\langle\varphi,H\psi\rangle$ twice. With $H$ acting to the right it is $\langle\varphi,iS\psi'\rangle=i\langle\varphi,S\psi'\rangle$. With $H$ moved to the left it is $\langle H\varphi,\psi\rangle=\langle iS\varphi',\psi\rangle=-i\langle S\varphi',\psi\rangle=-i\langle\varphi',S\psi\rangle$, where the sign comes from conjugating $i$ in the first slot and the last step uses $S^\dagger=S$. Subtracting, $i\,(\langle\varphi',S\psi\rangle+\langle\varphi,S\psi'\rangle)=0$. The derivative vanishes at all times, so $\langle\varphi(t),S\psi(t)\rangle=\langle\varphi(0),S\psi(0)\rangle$.

For the second statement, apply this to the solutions $U(t)x$ and $U(t)y$ for arbitrary vectors $x,y$:

$$\langle x,U^\dagger SU\,y\rangle=\langle Ux,SUy\rangle=\langle x,Sy\rangle .$$

Choosing for $x$ and $y$ the unit vectors $e_i$ and $e_j$ reads off the entry $(i,j)$ on both sides.

For the third, let $\varphi$ and $\psi$ have the same initial value. The equation is linear, so $\delta=\varphi-\psi$ is a solution with $\delta(0)=0$. Conservation gives $\langle\delta(t),S\delta(t)\rangle=0$, and positive definiteness forces $\delta(t)=0$. Taking $U(t)v$ as one of the two solutions finishes the argument.

A neighbouring identity follows from the second statement. The matrix $U$ is a power series in $M$ and commutes with it, and $H=SM$, so

$$U^\dagger HU=U^\dagger SMU=(U^\dagger SU)M=SM=H .$$

Hence $\langle\psi(t),H\psi(t)\rangle$ is constant, and so is the energy $\langle\psi,H\psi\rangle/\langle\psi,S\psi\rangle$ of a non-zero state.

## A complex energy and a singular overlap

Small cases show what each hypothesis is for. With one basis function, $S=1$ and $H=i\gamma$ for real $\gamma\neq0$, the Hamiltonian is not Hermitian, $U(t)=e^{\gamma t}$, and $U^\dagger SU=e^{2\gamma t}\neq S$ for $t\neq0$: the second statement fails. With $S=\operatorname{diag}(1,0)$, which is Hermitian but only semidefinite, and $H=0$, the equation fixes $\psi_0'=0$ and says nothing about $\psi_1$; both $(1,0)$ and $(1,t)$ are solutions with the same initial value, so uniqueness fails. With the invertible but indefinite $S=\operatorname{diag}(1,-1)$, the vector $(1,1)$ has $\langle x,Sx\rangle=0$, so the last step of the uniqueness argument breaks down, although uniqueness itself would still follow from the general theory of the linear equation $\psi'=-iM\psi$. These examples and the closed form of $e^{-itM}$ in the two-function case are ordinary algebra and are not among the compiled theorems below.

## States, solutions and the propagator in Lean

The basis is labelled by a finite type `n`, a state is a coefficient vector `n → ℂ`, and an operator is a `Matrix n n ℂ`. The scope `ComplexOrder` makes `0 < z` mean that the complex number `z` is real and positive, which is the sense in which $\langle x,Sx\rangle>0$ is understood.

```lean
import Mathlib

open Matrix Complex
open scoped ComplexOrder

namespace UltrasoftPropagation

noncomputable section

variable {n : Type*} [Fintype n] [DecidableEq n]
```

The matrix element $\langle x,Ay\rangle$ conjugates its first argument, by `star x`, as in the physics convention used above.

```lean
/-- The matrix element `⟨x, A y⟩` of the operator `A` between the states `x` and `y`. -/
def overlap (A : Matrix n n ℂ) (x y : n → ℂ) : ℂ := star x ⬝ᵥ A *ᵥ y
```

A solution is a function of real time that is differentiable everywhere and satisfies the equation at every $t$, negative times included. The Hamiltonian is a function `H : ℝ → Matrix n n ℂ` with no continuity demanded of it, while `S` is one fixed matrix. The constant `I` is the imaginary unit, and $\hbar=1$.

```lean
/-- `ψ` is differentiable and obeys the generalized Schrödinger equation
`i S ψ'(t) = H(t) ψ(t)` at all real times. -/
def Solves (S : Matrix n n ℂ) (H : ℝ → Matrix n n ℂ) (ψ : ℝ → n → ℂ) : Prop :=
  Differentiable ℝ ψ ∧ ∀ t, I • (S *ᵥ deriv ψ t) = H t *ᵥ ψ t
```

The propagator takes a constant Hamiltonian. Mathlib's `S⁻¹` is the zero matrix when `S` is singular, and `propagator` is then the identity matrix, which in general does not solve the equation and preserves $S$ only trivially. To keep that case out, every theorem about solving the equation or preserving $S$ with `propagator` carries an invertibility hypothesis, either `IsUnit S.det` (non-zero determinant) or `S.PosDef`.

```lean
/-- The propagator `U(t) = exp(-i t S⁻¹ H)`. -/
def propagator (S H : Matrix n n ℂ) (t : ℝ) : Matrix n n ℂ :=
  NormedSpace.exp ((-(I * (t : ℂ))) • (S⁻¹ * H))
```

## The conserved overlap and uniqueness

The product rule is proved on components. The terms `h1` and `h2` are the derivatives of $\overline{\varphi_i}$ and of $(A\psi)_i=\sum_jA_{ij}\psi_j$, and `h3` applies the scalar product rule to each $i$ and sums.

```lean
omit [DecidableEq n] in
/-- Product rule: `d/dt ⟨φ, A ψ⟩ = ⟨φ', A ψ⟩ + ⟨φ, A ψ'⟩` for a constant operator `A`. -/
theorem hasDerivAt_overlap (A : Matrix n n ℂ) {φ ψ : ℝ → n → ℂ} {φ' ψ' : n → ℂ} {t : ℝ}
    (hφ : HasDerivAt φ φ' t) (hψ : HasDerivAt ψ ψ' t) :
    HasDerivAt (fun s => overlap A (φ s) (ψ s))
      (overlap A φ' (ψ t) + overlap A (φ t) ψ') t := by
  have h1 := fun i => (hasDerivAt_pi.1 hφ i).star
  have h2 : ∀ i, HasDerivAt (fun s => (A *ᵥ ψ s) i) ((A *ᵥ ψ') i) t := fun i => by
    simp only [mulVec, dotProduct]
    exact HasDerivAt.fun_sum fun j _ => (hasDerivAt_pi.1 hψ j).const_mul (A i j)
  have h3 := HasDerivAt.fun_sum (u := Finset.univ) fun i _ => (h1 i).fun_mul (h2 i)
  simpa only [overlap, dotProduct, Pi.star_apply, Finset.sum_add_distrib] using h3
```

In the conservation law, `herm` moves a Hermitian matrix from the right slot to the left one. The steps `a` and `b` are the two evaluations of $\langle\varphi,H\psi\rangle$, with factors `I` and `-I`; `linear_combination b - a` is the subtraction, and `mul_left_cancel₀` removes the common factor $i$. Then `is_const_of_deriv_eq_zero` passes from a vanishing derivative to a constant. Here `S` need only be Hermitian, and $H(t)$ may be any Hermitian function of time, so the statement applies to any set of orbitals that obey the equation with one common $H(t)$.

```lean
omit [DecidableEq n] in
/-- For Hermitian `S` and Hermitian `H(t)`, the overlap `⟨φ(t), S ψ(t)⟩` of any two
solutions is independent of time. -/
theorem overlap_conserved {S : Matrix n n ℂ} {H : ℝ → Matrix n n ℂ} (hS : S.IsHermitian)
    (hH : ∀ t, (H t).IsHermitian) {φ ψ : ℝ → n → ℂ} (hφ : Solves S H φ) (hψ : Solves S H ψ)
    (t : ℝ) : overlap S (φ t) (ψ t) = overlap S (φ 0) (ψ 0) := by
  have herm : ∀ (A : Matrix n n ℂ), A.IsHermitian → ∀ x y : n → ℂ,
      star x ⬝ᵥ A *ᵥ y = star (A *ᵥ x) ⬝ᵥ y := by
    intro A hA x y
    rw [Matrix.star_mulVec, hA.eq, Matrix.dotProduct_mulVec]
  have hd := fun s => hasDerivAt_overlap S (hφ.1 s).hasDerivAt (hψ.1 s).hasDerivAt
  have hz : ∀ s, overlap S (deriv φ s) (ψ s) + overlap S (φ s) (deriv ψ s) = 0 := by
    intro s
    -- evaluate `⟨φ, H ψ⟩` with `H` acting to the right and to the left
    have a : star (φ s) ⬝ᵥ H s *ᵥ ψ s = I * overlap S (φ s) (deriv ψ s) := by
      rw [← hψ.2 s, dotProduct_smul, smul_eq_mul, overlap]
    have b : star (φ s) ⬝ᵥ H s *ᵥ ψ s = -I * overlap S (deriv φ s) (ψ s) := by
      rw [herm _ (hH s) (φ s) (ψ s), ← hφ.2 s, overlap, herm _ hS (deriv φ s) (ψ s),
        star_smul, smul_dotProduct, smul_eq_mul, Complex.star_def, Complex.conj_I]
    apply mul_left_cancel₀ Complex.I_ne_zero
    linear_combination b - a
  exact is_const_of_deriv_eq_zero (f := fun s => overlap S (φ s) (ψ s))
    (fun s => (hd s).differentiableAt) (fun s => (hd s).deriv.trans (hz s)) t 0
```

Uniqueness follows the argument with $\delta$. The step `hsol` shows that the difference is a solution, `hc` is conservation applied with $\delta$ in both slots, and `hz` is its initial value zero. If $\delta(t)\neq0$, then `hpos` makes $\langle\delta(t),S\delta(t)\rangle$ strictly positive, which contradicts the other two. The two solutions share one prescribed $H(t)$. A self-consistent Hamiltonian that depends on the orbitals through the density makes the problem nonlinear, two candidate solutions can then have different $H(t)$, and this theorem does not address that case.

```lean
omit [DecidableEq n] in
/-- For positive definite `S` and Hermitian `H(t)`, two solutions with the same initial
value coincide at all times. -/
theorem solution_unique {S : Matrix n n ℂ} {H : ℝ → Matrix n n ℂ} (hS : S.PosDef)
    (hH : ∀ t, (H t).IsHermitian) {φ ψ : ℝ → n → ℂ} (hφ : Solves S H φ) (hψ : Solves S H ψ)
    (h0 : φ 0 = ψ 0) (t : ℝ) : φ t = ψ t := by
  have hd := fun s => (hφ.1 s).hasDerivAt.fun_sub (hψ.1 s).hasDerivAt
  -- the difference is again a solution
  have hsol : Solves S H (fun s => φ s - ψ s) := by
    refine ⟨fun s => (hd s).differentiableAt, fun s => ?_⟩
    rw [(hd s).deriv, mulVec_sub, mulVec_sub, smul_sub, hφ.2 s, hψ.2 s]
  -- its `S`-norm is conserved and vanishes initially
  have hc : overlap S (φ t - ψ t) (φ t - ψ t) = overlap S (φ 0 - ψ 0) (φ 0 - ψ 0) :=
    overlap_conserved hS.1 hH hsol hsol t
  have hz : overlap S (φ 0 - ψ 0) (φ 0 - ψ 0) = 0 := by simp [overlap, h0]
  by_contra hne
  have hne' : φ t - ψ t ≠ 0 := sub_ne_zero.2 hne
  have hpos : 0 < star (φ t - ψ t) ⬝ᵥ S *ᵥ (φ t - ψ t) := hS.dotProduct_mulVec_pos hne'
  exact hpos.ne' (hc.trans hz)
```

## The exponential solves the equation and preserves $S$

The term-by-term differentiation is supplied by `hasDerivAt_exp_smul_const'`, which gives the derivative of $e^{sX}$ in a real parameter $s$ as $Xe^{sX}$; the operator norm is opened for this lemma. The step `e` rewrites $(-is)M$ as $s\,(-iM)$, so that $X=-iM$. The map `L` sends a matrix $A$ to the vector $Av$; it is linear and continuous, and the chain rule carries the derivative from the matrix to the state.

```lean
open scoped Matrix.Norms.Operator in
/-- For any matrix `M`, the state `exp(-i t M) v` has time derivative
`-i M exp(-i t M) v`. -/
theorem hasDerivAt_exp_mulVec (M : Matrix n n ℂ) (v : n → ℂ) (t : ℝ) :
    HasDerivAt (fun s : ℝ => NormedSpace.exp ((-(I * (s : ℂ))) • M) *ᵥ v)
      ((((-I) • M) * NormedSpace.exp ((-(I * (t : ℂ))) • M)) *ᵥ v) t := by
  have e : ∀ s : ℝ, (-(I * (s : ℂ))) • M = s • ((-I) • M) := by
    intro s
    ext i j
    simp only [Matrix.smul_apply, smul_eq_mul, Complex.real_smul]
    ring
  have h := hasDerivAt_exp_smul_const' (𝕂 := ℝ) ((-I) • M) t
  let L : Matrix n n ℂ →L[ℝ] (n → ℂ) := LinearMap.toContinuousLinearMap
    { toFun := fun A => A *ᵥ v
      map_add' := fun A B => Matrix.add_mulVec A B v
      map_smul' := fun c A => Matrix.smul_mulVec c A v }
  simp only [e]
  exact L.hasFDerivAt.comp_hasDerivAt t h
```

Setting $M=S^{-1}H$ gives the first statement. The step `hK` is $S(-iS^{-1}H)=-iH$, the only use of invertibility, and `hI` is $i(-i)=1$. No Hermiticity is assumed of either matrix. The constant Hamiltonian enters `Solves` as `fun _ => H`.

```lean
/-- For invertible `S`, the state `U(t) ψ₀` solves `i S ψ' = H ψ`. -/
theorem propagator_solves {S : Matrix n n ℂ} (hS : IsUnit S.det) (H : Matrix n n ℂ)
    (ψ₀ : n → ℂ) : Solves S (fun _ => H) (fun t => propagator S H t *ᵥ ψ₀) := by
  have hd : ∀ t : ℝ, HasDerivAt (fun s => propagator S H s *ᵥ ψ₀)
      ((((-I) • (S⁻¹ * H)) * propagator S H t) *ᵥ ψ₀) t :=
    fun t => hasDerivAt_exp_mulVec (S⁻¹ * H) ψ₀ t
  refine ⟨fun t => (hd t).differentiableAt, fun t => ?_⟩
  have hK : S * ((-I) • (S⁻¹ * H)) = (-I) • H := by
    rw [Matrix.mul_smul, ← Matrix.mul_assoc, mul_nonsing_inv _ hS, Matrix.one_mul]
  have hI : I * -I = 1 := by simp
  rw [(hd t).deriv, ← Matrix.mulVec_mulVec, Matrix.mulVec_mulVec _ S, hK,
    Matrix.smul_mulVec, smul_smul, hI, one_smul]
```

The identity $U^\dagger SU=S$, with `ᴴ` for the conjugate transpose, is proved for `S` Hermitian and invertible; positivity is not used. (For singular `S` the Lean propagator is the identity matrix, so the identity $U^\dagger SU=S$ would hold only trivially.) The step `key` is the displayed equality $\langle x,U^\dagger SUy\rangle=\langle x,Sy\rangle$, obtained from conservation between times $t$ and $0$ and from $U(0)=\mathbb 1$. The step `ent` identifies $\langle e_i,Ae_j\rangle$ with $A_{ij}$, the unit vector $e_i$ being `Pi.single i 1`.

```lean
/-- For Hermitian `H` and Hermitian invertible `S`, the propagator obeys
`U(t)ᴴ S U(t) = S`. -/
theorem propagator_S_unitary {S H : Matrix n n ℂ} (hS : S.IsHermitian) (hdet : IsUnit S.det)
    (hH : H.IsHermitian) (t : ℝ) : (propagator S H t)ᴴ * S * propagator S H t = S := by
  have h0 : propagator S H 0 = 1 := by simp [propagator, NormedSpace.exp_zero]
  have key : ∀ x y, overlap ((propagator S H t)ᴴ * S * propagator S H t) x y
      = overlap S x y := by
    intro x y
    have hc : overlap S (propagator S H t *ᵥ x) (propagator S H t *ᵥ y)
        = overlap S (propagator S H 0 *ᵥ x) (propagator S H 0 *ᵥ y) :=
      overlap_conserved hS (fun _ => hH) (propagator_solves hdet H x)
        (propagator_solves hdet H y) t
    rw [h0, one_mulVec, one_mulVec] at hc
    rw [← hc, overlap, overlap, Matrix.star_mulVec, ← Matrix.dotProduct_mulVec]
    simp only [Matrix.mulVec_mulVec, Matrix.mul_assoc]
  ext i j
  -- matrix entries are matrix elements between basis vectors
  have hs : star (Pi.single i 1 : n → ℂ) = Pi.single i 1 := by
    ext k
    by_cases h : k = i <;> simp [h]
  have ent : ∀ A : Matrix n n ℂ, overlap A (Pi.single i 1) (Pi.single j 1) = A i j := by
    intro A
    rw [overlap, hs]
    simp
  exact (ent ((propagator S H t)ᴴ * S * propagator S H t)).symm.trans
    ((key _ _).trans (ent S))
```

## The three statements together

The main theorem reads as follows. For every positive definite `S`, every Hermitian `H` and every initial vector `ψ₀` (the $v$ above, not assumed normalised), the function $t\mapsto U(t)v$ is a solution with value $v$ at time zero, $U(t)^\dagger SU(t)=S$ for all real $t$, and any `ψ` that satisfies `Solves S (fun _ => H) ψ` and `ψ 0 = ψ₀` agrees with $U(t)v$ at every time. The proof derives invertibility from positive definiteness in `hdet`, takes Hermiticity of `S` from `hS.1`, and assembles `propagator_solves`, `propagator_S_unitary` and `solution_unique`.

```lean
/-- For Hermitian `H` and positive definite `S`: `U(t) ψ₀` solves `i S ψ' = H ψ` with initial
value `ψ₀`, `U(t)ᴴ S U(t) = S` at all times, and every solution starting at `ψ₀` is
`U(t) ψ₀`. -/
theorem generalized_time_evolution {S H : Matrix n n ℂ} (hS : S.PosDef) (hH : H.IsHermitian)
    (ψ₀ : n → ℂ) :
    (Solves S (fun _ => H) (fun t => propagator S H t *ᵥ ψ₀) ∧ propagator S H 0 *ᵥ ψ₀ = ψ₀) ∧
    (∀ t, (propagator S H t)ᴴ * S * propagator S H t = S) ∧
    ∀ ψ : ℝ → n → ℂ, Solves S (fun _ => H) ψ → ψ 0 = ψ₀ →
      ∀ t, ψ t = propagator S H t *ᵥ ψ₀ := by
  have hdet : IsUnit S.det := (Matrix.isUnit_iff_isUnit_det S).1 hS.isUnit
  have h0 : propagator S H 0 *ᵥ ψ₀ = ψ₀ := by simp [propagator, NormedSpace.exp_zero]
  refine ⟨⟨propagator_solves hdet H ψ₀, h0⟩, propagator_S_unitary hS.1 hdet hH, ?_⟩
  intro ψ hψ hψ0 t
  exact solution_unique hS (fun _ => hH) hψ (propagator_solves hdet H ψ₀)
    (hψ0.trans h0.symm) t
```

The basis is finite, so nothing is said about unbounded operators or the complete-basis limit. Positive definiteness of $S$ is assumed and not derived from projectors and augmentation charges. The matrix $S$ is independent of time, which excludes moving ions, and the explicit propagator is for constant $H$ only; for a driven $H(t)$, conservation and uniqueness are proved but existence of a solution is not. Competing solutions must be defined and differentiable on the whole real line. The theorem concerns the exact exponential and not a discretised time step.

## Invariance of the Hamiltonian and a non-commuting pair

The identity $U^\dagger HU=H$ is proved by the chain of equalities displayed earlier: `hc` is the commutation of $M$ with $U(t)$, `hM` is $SM=H$, and the four lines of `calc` insert $H=SM$, regroup, commute, and apply $U^\dagger SU=S$.

```lean
/-- For Hermitian `H` and Hermitian invertible `S`, the Hamiltonian matrix is invariant
under the propagator: `U(t)ᴴ H U(t) = H`. -/
theorem propagator_preserves_hamiltonian {S H : Matrix n n ℂ} (hS : S.IsHermitian)
    (hdet : IsUnit S.det) (hH : H.IsHermitian) (t : ℝ) :
    (propagator S H t)ᴴ * H * propagator S H t = H := by
  have hc : Commute (S⁻¹ * H) (propagator S H t) :=
    ((Commute.refl (S⁻¹ * H)).smul_right (-(I * (t : ℂ)))).exp_right
  have hM : S * (S⁻¹ * H) = H := by
    rw [← Matrix.mul_assoc, mul_nonsing_inv _ hdet, Matrix.one_mul]
  calc (propagator S H t)ᴴ * H * propagator S H t
      = (propagator S H t)ᴴ * (S * (S⁻¹ * H)) * propagator S H t := by rw [hM]
    _ = (propagator S H t)ᴴ * S * ((S⁻¹ * H) * propagator S H t) := by
        simp only [Matrix.mul_assoc]
    _ = ((propagator S H t)ᴴ * S * propagator S H t) * (S⁻¹ * H) := by
        rw [hc.eq, ← Matrix.mul_assoc]
    _ = H := by rw [propagator_S_unitary hS hdet hH t, hM]
```

The last theorem returns to the two matrices of the opening. It states that $\operatorname{diag}(1,2)$ is positive definite, that the off-diagonal $H$ is Hermitian, and that $HS\neq SH$; the step `h01` compares the entries $(0,1)$, which are $2$ and $1$. Since $(S^{-1}H)^\dagger=HS^{-1}$, the generator is Hermitian exactly when $H$ and $S$ commute, so this pair satisfies the assumptions of the main theorem with a non-Hermitian generator.

```lean
/-- The overlap matrix `diag(1, 2)` is positive definite, the Hamiltonian `[[0,1],[1,0]]` is
Hermitian, and the two do not commute. -/
theorem generalized_time_evolution_witness :
    (diagonal ![(1 : ℂ), 2]).PosDef ∧ (!![0, 1; 1, 0] : Matrix (Fin 2) (Fin 2) ℂ).IsHermitian ∧
    !![0, 1; 1, 0] * diagonal ![(1 : ℂ), 2] ≠ diagonal ![(1 : ℂ), 2] * !![0, 1; 1, 0] := by
  refine ⟨?_, ?_, ?_⟩
  · rw [Matrix.posDef_diagonal_iff]
    intro i
    fin_cases i <;> simp
  · ext i j
    fin_cases i <;> fin_cases j <;> simp [conjTranspose_apply]
  · intro h
    have h01 := congrFun (congrFun h 0) 1
    rw [Matrix.mul_diagonal, Matrix.diagonal_mul] at h01
    norm_num at h01

end

end UltrasoftPropagation
```

```lean
#print axioms UltrasoftPropagation.generalized_time_evolution
#print axioms UltrasoftPropagation.propagator_preserves_hamiltonian
```

```
'UltrasoftPropagation.generalized_time_evolution' depends on axioms: [propext, Classical.choice, Quot.sound]
'UltrasoftPropagation.propagator_preserves_hamiltonian' depends on axioms: [propext, Classical.choice, Quot.sound]
```
